# For β, w > 0, the bead variance of a harmonic ring polymer lies between 1/(βw²) and P/(βw²)

## A cold oscillator with too few beads

In thermal equilibrium, a quantum particle in a harmonic well of frequency \(w\) keeps a position variance of at least \(1/(2w)\) down to zero temperature, in units with \(m=\hbar=1\). A path-integral simulation represents the particle by \(P\) classical copies, the beads, joined by springs into a ring. With one bead this is a classical particle, whose variance \(1/(\beta w^2)\) vanishes as the inverse temperature \(\beta\) grows. How much of the zero-point motion can a ring of \(P\) beads hold?

For this single harmonic mode with the simplest discretisation of the path, a bead's variance is at most \(P\) times the classical one. If \(P<\beta w/2\), it therefore lies below the zero-point value.

## From the path to the stiffness matrix

Let \(x_i\) be the position of bead \(i\), with \(i\) counted modulo \(P\). The time slice is \(\beta/P\), so the velocity is \((x_{i+1}-x_i)P/\beta\), and the Euclidean action of the closed path is

\[
A(x)=\frac{\beta}{P}\sum_i\left[\frac{w^2x_i^2}{2}+\left(\frac{P}{\beta}\right)^2\frac{(x_{i+1}-x_i)^2}{2}\right].
\]

Let \(S\) be the cyclic shift, \((Sx)_i=x_{i+1}\), and let

\[
K=\frac{\beta}{P}\left(w^2I+\left(\frac{P}{\beta}\right)^2(2I-S-S^T)\right).
\]

Then \(A(x)=\tfrac12x^TKx\). The beads are distributed with weight \(e^{-A(x)}\), a Gaussian with covariance matrix \(K^{-1}\), so the variance of bead \(j\) is \((K^{-1})_{jj}\).

## What the theorems say

The main theorem, `bead_variance_bounds`, states that for every \(P\ge1\), all real \(\beta,w>0\) and every bead \(j\),

\[
\frac{1}{\beta w^2}\le (K^{-1})_{jj}\le\frac{P}{\beta w^2}.
\]

Beads are elements of `ZMod P`, whose addition wraps around and so closes the path. The assumption `[NeZero P]` says that there is at least one bead. `shift P` is \(S\), `stiffness P β w` is \(K\), and `action P β w x` is \(A(x)\), defined separately from \(K\). For \(P=1\) the spring term vanishes and both bounds equal the variance of the single bead, which is the classical one. For \(P=2\) the two neighbours of a bead coincide, and the one pair is joined by two springs, in the matrix as in the action.

Three further theorems accompany it:

- `centroid_variance`: the average of all entries of \(K^{-1}\) is exactly \(1/(\beta w^2)\).
- `below_zero_point`: if \(P<\beta w/2\), every diagonal entry is strictly below \(1/(2w)\).
- `low_temperature_collapse`: at fixed \(P\), each diagonal entry tends to zero as \(\beta\to\infty\).

The code speaks of matrix entries; the Gaussian integral that turns them into variances, and the ground-state calculation behind \(1/(2w)\), belong to the surrounding physics. The condition \(P<\beta w/2\) is sufficient, and the theorem is silent about larger \(P\). Convergence to the quantum result as \(P\to\infty\), anharmonic wells and improved discretisations are different questions.

## Deriving the two bounds

**The action as a quadratic form.** The matrix acts as

\[
(Kx)_i=\frac{\beta}{P}\left[w^2x_i+\left(\frac{P}{\beta}\right)^2(2x_i-x_{i+1}-x_{i-1})\right].
\]

Relabelling the beads gives \(\sum_i x_{i+1}^2=\sum_i x_i^2\) and \(\sum_i x_ix_{i-1}=\sum_i x_{i+1}x_i\). Hence

\[
\sum_i x_i(2x_i-x_{i+1}-x_{i-1})=2\sum_i x_i^2-2\sum_i x_{i+1}x_i=\sum_i(x_{i+1}-x_i)^2,
\]

and so \(x^TKx=2A(x)\).

**Invertibility.** Put \(a=\beta w^2/P\). The spring energy is non-negative, so

\[
x^TKx\ge a\sum_i x_i^2 .
\]

If \(Kx=0\), then \(a\sum_i x_i^2\le0\), and \(x=0\). Thus \(K\) is invertible.

**The column sum.** Let \(g_i=(K^{-1})_{ij}\) be column \(j\) of the inverse, so that \((Kg)_i\) is 1 for \(i=j\) and 0 otherwise. Summing over \(i\) cancels the spring forces:

\[
1=\sum_i(Kg)_i=\frac{\beta}{P}\left[w^2+\left(\frac{P}{\beta}\right)^2(2-1-1)\right]\sum_i g_i=a\sum_i g_i .
\]

Each column therefore sums to \(1/a=P/(\beta w^2)\). The centroid \(\frac1P\sum_i x_i\) has variance

\[
\frac{1}{P^2}\sum_{i,j}(K^{-1})_{ij}=\frac{1}{P^2}\cdot P\cdot\frac{P}{\beta w^2}=\frac{1}{\beta w^2}.
\]

**The diagonal entry.** Since \(Kg\) picks out component \(j\),

\[
g_j=g^TKg\ge a\sum_i g_i^2 .
\]

For the upper bound, keep only the term \(i=j\): \(g_j\ge a g_j^2\). This makes \(g_j\) non-negative. If \(g_j=0\) the bound is immediate, and otherwise division gives \(g_j\le1/a=P/(\beta w^2)\).

For the lower bound, Cauchy–Schwarz gives \((\sum_i g_i)^2\le P\sum_i g_i^2\), hence \(\sum_i g_i^2\ge1/(a^2P)\) and

\[
g_j\ge\frac{1}{aP}=\frac{1}{\beta w^2}.
\]

The upper value is the variance of a bead with its springs removed; the lower one is the variance of the centroid.

**Low temperature.** If \(P<\beta w/2\), then \(P/(\beta w^2)<1/(2w)\). At fixed \(P\) both bounds tend to zero as \(\beta\to\infty\), and the diagonal entry is squeezed between them.

## Four beads at βw = 16

In a path-integral molecular dynamics or Monte Carlo run, the position variance of a mode centred at zero is estimated by averaging \(x_i^2\) over beads and sampled configurations. For a harmonic mode with this discretisation, and configurations sampled correctly from the weight \(e^{-A(x)}\), the average converges to \((K^{-1})_{jj}\) at the chosen \(P\).

Take \(\beta w=16\), or \(\beta\hbar w=16\) with units restored. The sufficient condition for falling below the zero-point value reads \(P<8\). With four beads the variance is at most \(4/(16w)=1/(4w)\), half the zero-point value. A longer run of the same sampling reduces the statistical error around that too small number, but does not supply the missing width. Using enough additional beads is one remedy.

## The Lean file

```lean
import Mathlib

open Matrix Filter Topology

namespace RingPolymerVariance

noncomputable section

variable (P : ℕ) [NeZero P]

/-- The cyclic shift `S` of the beads, which sends a configuration `x i` to `x (i + 1)`. -/
def shift : Matrix (ZMod P) (ZMod P) ℝ :=
  Matrix.of fun i j => if j = i + 1 then 1 else 0

/-- The stiffness matrix `K = (β/P) (w² I + (P/β)² (2I - S - Sᵀ))` of a harmonic ring polymer
with `P` beads, in units of unit mass and `ħ = 1`, for `β ≠ 0`. -/
def stiffness (β w : ℝ) : Matrix (ZMod P) (ZMod P) ℝ :=
  (β / P) • (w ^ 2 • (1 : Matrix (ZMod P) (ZMod P) ℝ) +
    ((P : ℝ) / β) ^ 2 • ((2 : ℝ) • (1 : Matrix (ZMod P) (ZMod P) ℝ) - shift P - (shift P)ᵀ))

/-- The discretised Euclidean action of a closed imaginary-time path `x` in a harmonic well of
frequency `w`: potential plus kinetic energy, summed over time slices `β/P`, for `β ≠ 0`. -/
def action (β w : ℝ) (x : ZMod P → ℝ) : ℝ :=
  β / P * ∑ i, (w ^ 2 * x i ^ 2 / 2 + ((P : ℝ) / β) ^ 2 * (x (i + 1) - x i) ^ 2 / 2)

/-- Component `i` of `K x`, written in terms of `x i`, `x (i + 1)` and `x (i - 1)`. -/
theorem stiffness_mulVec (β w : ℝ) (x : ZMod P → ℝ) (i : ZMod P) :
    (stiffness P β w *ᵥ x) i =
      β / P * (w ^ 2 * x i + ((P : ℝ) / β) ^ 2 * (2 * x i - x (i + 1) - x (i - 1))) := by
  have hS : (shift P *ᵥ x) i = x (i + 1) := by
    simp [shift, Matrix.mulVec, dotProduct]
  have hT : ((shift P)ᵀ *ᵥ x) i = x (i - 1) := by
    have h : ∀ j : ZMod P, (i = j + 1) ↔ (j = i - 1) := fun j =>
      ⟨fun h => by rw [h, add_sub_cancel_right], fun h => by rw [h, sub_add_cancel]⟩
    simp [shift, Matrix.mulVec, dotProduct, h]
  simp only [stiffness, Matrix.smul_mulVec, Matrix.add_mulVec, Matrix.sub_mulVec,
    Matrix.one_mulVec, Pi.smul_apply, Pi.add_apply, Pi.sub_apply, smul_eq_mul, hS, hT]

/-- The Euclidean action of the ring polymer is half the quadratic form of the stiffness
matrix. -/
theorem action_eq (β w : ℝ) (x : ZMod P → ℝ) :
    action P β w x = 1 / 2 * (x ⬝ᵥ stiffness P β w *ᵥ x) := by
  -- relabelling the beads around the ring
  have h1 : ∑ i, x (i + 1) ^ 2 = ∑ i, x i ^ 2 :=
    Equiv.sum_comp (Equiv.addRight (1 : ZMod P)) (fun i => x i ^ 2)
  have h2 : ∑ i, x (i + 1) * x i = ∑ i, x i * x (i - 1) := by
    have h := Equiv.sum_comp (Equiv.addRight (1 : ZMod P)) (fun i => x i * x (i - 1))
    simpa only [Equiv.coe_addRight, add_sub_cancel_right] using h
  have hL : x ⬝ᵥ stiffness P β w *ᵥ x = β / P * (w ^ 2 * ∑ i, x i ^ 2 +
      ((P : ℝ) / β) ^ 2 * (2 * ∑ i, x i ^ 2 - ∑ i, x (i + 1) * x i
        - ∑ i, x i * x (i - 1))) := by
    simp only [dotProduct, stiffness_mulVec, Finset.mul_sum, ← Finset.sum_add_distrib,
      ← Finset.sum_sub_distrib]
    exact Finset.sum_congr rfl fun i _ => by ring
  have hR : action P β w x = β / P * (w ^ 2 / 2 * ∑ i, x i ^ 2 +
      ((P : ℝ) / β) ^ 2 / 2 * (∑ i, x (i + 1) ^ 2 - 2 * ∑ i, x (i + 1) * x i
        + ∑ i, x i ^ 2)) := by
    simp only [action, Finset.mul_sum, ← Finset.sum_add_distrib, ← Finset.sum_sub_distrib]
    exact Finset.sum_congr rfl fun i _ => by ring
  rw [hL, hR, h1, ← h2]
  ring

/-- For `β > 0` the springs only add stiffness: the quadratic form of `K` is at least that of
`P` independent beads in the well. -/
theorem stiffness_coercive {β : ℝ} (w : ℝ) (hβ : 0 < β) (x : ZMod P → ℝ) :
    β * w ^ 2 / P * ∑ i, x i ^ 2 ≤ x ⬝ᵥ stiffness P β w *ᵥ x := by
  have h : β / P * ∑ i, w ^ 2 * x i ^ 2 / 2 ≤ action P β w x := by
    unfold action
    gcongr with i _
    have : 0 ≤ ((P : ℝ) / β) ^ 2 * (x (i + 1) - x i) ^ 2 / 2 := by positivity
    linarith
  have h' : β / P * ∑ i, w ^ 2 * x i ^ 2 / 2 = 1 / 2 * (β * w ^ 2 / P * ∑ i, x i ^ 2) := by
    simp only [Finset.mul_sum]
    exact Finset.sum_congr rfl fun i _ => by ring
  rw [h', action_eq] at h
  linarith

/-- For `β, w > 0` the stiffness matrix is invertible. -/
theorem stiffness_isUnit_det {β w : ℝ} (hβ : 0 < β) (hw : 0 < w) :
    IsUnit (stiffness P β w).det := by
  rw [isUnit_iff_ne_zero]
  intro h0
  obtain ⟨v, hv, hKv⟩ := Matrix.exists_mulVec_eq_zero_iff.2 h0
  have hP : (0 : ℝ) < P := Nat.cast_pos.2 (NeZero.pos P)
  have ha : 0 < β * w ^ 2 / P := by positivity
  have h := stiffness_coercive P w hβ v
  rw [hKv, dotProduct_zero] at h
  -- a zero mode would have vanishing length
  apply hv
  funext i
  have hi : v i ^ 2 ≤ ∑ k, v k ^ 2 :=
    Finset.single_le_sum (f := fun k => v k ^ 2) (fun k _ => sq_nonneg _) (Finset.mem_univ i)
  have hs : ∑ k, v k ^ 2 ≤ 0 := by
    by_contra hc
    exact absurd h (not_le_of_gt (mul_pos ha (not_le.1 hc)))
  exact pow_eq_zero_iff two_ne_zero |>.1 (le_antisymm (hi.trans hs) (sq_nonneg _))

/-- For `β, w > 0` each column of `K⁻¹` sums to `P/(β w²)`. -/
theorem column_sum {β w : ℝ} (hβ : 0 < β) (hw : 0 < w) (j : ZMod P) :
    ∑ i, (stiffness P β w)⁻¹ i j = P / (β * w ^ 2) := by
  have hP : (0 : ℝ) < P := Nat.cast_pos.2 (NeZero.pos P)
  obtain ⟨g, hg⟩ : ∃ g : ZMod P → ℝ, g = fun i => (stiffness P β w)⁻¹ i j := ⟨_, rfl⟩
  have hKg : ∀ i, (stiffness P β w *ᵥ g) i = if i = j then 1 else 0 := by
    intro i
    have h := congrFun (congrFun
      (Matrix.mul_nonsing_inv _ (stiffness_isUnit_det P hβ hw)) i) j
    rw [Matrix.mul_apply, Matrix.one_apply] at h
    rw [hg]
    exact h
  have h1 : ∑ i, (stiffness P β w *ᵥ g) i = 1 := by simp [hKg]
  have hp : ∑ i, g (i + 1) = ∑ i, g i := Equiv.sum_comp (Equiv.addRight (1 : ZMod P)) g
  have hm : ∑ i, g (i - 1) = ∑ i, g i := Equiv.sum_comp (Equiv.subRight (1 : ZMod P)) g
  -- the spring forces cancel in the sum over beads
  simp only [stiffness_mulVec, ← Finset.mul_sum, Finset.sum_add_distrib,
    Finset.sum_sub_distrib, hp, hm] at h1
  have h2 : β / P * (w ^ 2 * ∑ i, g i) = 1 := by linear_combination h1
  have h3 : ∑ i, g i = P / (β * w ^ 2) := by
    rw [eq_div_iff (by positivity)]
    have hPP : (P : ℝ) * (β / (P : ℝ)) = β := by field_simp
    linear_combination (P : ℝ) * h2 - w ^ 2 * (∑ i, g i) * hPP
  rw [hg] at h3
  exact h3

/-- For `β, w > 0` the average of all entries of `K⁻¹`, the variance of the centroid, equals the
classical value `1/(β w²)` for every number of beads. -/
theorem centroid_variance {β w : ℝ} (hβ : 0 < β) (hw : 0 < w) :
    (∑ j, ∑ i, (stiffness P β w)⁻¹ i j) / (P : ℝ) ^ 2 = 1 / (β * w ^ 2) := by
  have hP : (0 : ℝ) < P := Nat.cast_pos.2 (NeZero.pos P)
  simp only [column_sum P hβ hw, Finset.sum_const, Finset.card_univ, ZMod.card, nsmul_eq_mul]
  field_simp

/-- For `β, w > 0` every diagonal entry of `K⁻¹`, the variance of a single bead, lies between
`1/(β w²)` and `P/(β w²)`. -/
theorem bead_variance_bounds {β w : ℝ} (hβ : 0 < β) (hw : 0 < w) (j : ZMod P) :
    1 / (β * w ^ 2) ≤ (stiffness P β w)⁻¹ j j ∧
      (stiffness P β w)⁻¹ j j ≤ P / (β * w ^ 2) := by
  have hP : (0 : ℝ) < P := Nat.cast_pos.2 (NeZero.pos P)
  have hb : 0 < β * w ^ 2 := by positivity
  have hT := column_sum P hβ hw j
  have hco := stiffness_coercive P w hβ (fun i => (stiffness P β w)⁻¹ i j)
  -- the quadratic form of column `j` is its own diagonal entry
  have hq : (fun i => (stiffness P β w)⁻¹ i j) ⬝ᵥ
      stiffness P β w *ᵥ (fun i => (stiffness P β w)⁻¹ i j) = (stiffness P β w)⁻¹ j j := by
    have h : stiffness P β w *ᵥ (fun i => (stiffness P β w)⁻¹ i j) =
        fun i => (1 : Matrix (ZMod P) (ZMod P) ℝ) i j := by
      rw [← Matrix.mul_nonsing_inv _ (stiffness_isUnit_det P hβ hw)]
      rfl
    rw [h]
    simp [dotProduct, Matrix.one_apply]
  rw [hq] at hco
  have hone : (stiffness P β w)⁻¹ j j ^ 2 ≤ ∑ i, (stiffness P β w)⁻¹ i j ^ 2 :=
    Finset.single_le_sum (f := fun i => (stiffness P β w)⁻¹ i j ^ 2)
      (fun i _ => sq_nonneg _) (Finset.mem_univ j)
  have hcs := sq_sum_le_card_mul_sum_sq (s := (Finset.univ : Finset (ZMod P)))
    (f := fun i => (stiffness P β w)⁻¹ i j)
  rw [Finset.card_univ, ZMod.card, hT] at hcs
  generalize (stiffness P β w)⁻¹ j j = g at *
  generalize ∑ i, (stiffness P β w)⁻¹ i j ^ 2 = s at *
  obtain ⟨a, ha⟩ : ∃ a, a = β * w ^ 2 / P := ⟨_, rfl⟩
  have ha0 : 0 < a := by rw [ha]; positivity
  have haP : a * P = β * w ^ 2 := by rw [ha]; exact div_mul_cancel₀ _ hP.ne'
  rw [← ha] at hco
  rw [← haP] at hcs ⊢
  have haT : a * (P / (a * P)) = 1 := by field_simp
  constructor
  · -- Cauchy-Schwarz with the known column sum
    rw [div_le_iff₀ (by positivity)]
    calc (1 : ℝ) = a ^ 2 * (P / (a * P)) ^ 2 := by rw [← mul_pow, haT, one_pow]
      _ ≤ a ^ 2 * (P * s) := by gcongr
      _ = a * P * (a * s) := by ring
      _ ≤ a * P * g := by gcongr
      _ = g * (a * P) := by ring
  · -- keep only the diagonal entry in the length of the column
    have h1 : a * g ^ 2 ≤ g := (mul_le_mul_of_nonneg_left hone ha0.le).trans hco
    have hg0 : 0 ≤ g := le_trans (by positivity) h1
    have h2 : a * g ≤ 1 := by
      by_contra hc
      have hc' : 1 < a * g := not_le.1 hc
      have hgp : 0 < g := by
        rcases hg0.eq_or_lt with h | h
        · rw [← h, mul_zero] at hc'
          linarith
        · exact h
      nlinarith [mul_pos hgp (sub_pos.2 hc')]
    rw [le_div_iff₀ (by positivity)]
    nlinarith [mul_le_mul_of_nonneg_left h2 hP.le]

/-- For `β, w > 0` and fewer than `β w / 2` beads, every bead variance lies strictly below the
zero-point variance `1/(2w)` of the oscillator. -/
theorem below_zero_point {β w : ℝ} (hβ : 0 < β) (hw : 0 < w) (hfew : (P : ℝ) < β * w / 2)
    (j : ZMod P) : (stiffness P β w)⁻¹ j j < 1 / (2 * w) := by
  refine (bead_variance_bounds P hβ hw j).2.trans_lt ?_
  rw [div_lt_div_iff₀ (by positivity) (by positivity)]
  nlinarith [mul_pos hw (sub_pos.2 hfew)]

/-- At a fixed number of beads and `w > 0`, the bead variance tends to zero as the temperature
goes to zero. -/
theorem low_temperature_collapse {w : ℝ} (hw : 0 < w) (j : ZMod P) :
    Tendsto (fun β : ℝ => (stiffness P β w)⁻¹ j j) atTop (𝓝 0) := by
  have hw2 : 0 < w ^ 2 := by positivity
  have hlim : Tendsto (fun β : ℝ => (P : ℝ) / (β * w ^ 2)) atTop (𝓝 0) :=
    (tendsto_id.atTop_mul_const hw2).const_div_atTop (P : ℝ)
  refine squeeze_zero' ?_ ?_ hlim
  · filter_upwards [eventually_gt_atTop (0 : ℝ)] with β hβ
    exact le_trans (by positivity) (bead_variance_bounds P hβ hw j).1
  · filter_upwards [eventually_gt_atTop (0 : ℝ)] with β hβ
    exact (bead_variance_bounds P hβ hw j).2

end

end RingPolymerVariance
```

```lean
#print axioms RingPolymerVariance.centroid_variance
#print axioms RingPolymerVariance.bead_variance_bounds
#print axioms RingPolymerVariance.below_zero_point
#print axioms RingPolymerVariance.low_temperature_collapse
```

```
'RingPolymerVariance.centroid_variance' depends on axioms: [propext, Classical.choice, Quot.sound]
'RingPolymerVariance.bead_variance_bounds' depends on axioms: [propext, Classical.choice, Quot.sound]
'RingPolymerVariance.below_zero_point' depends on axioms: [propext, Classical.choice, Quot.sound]
'RingPolymerVariance.low_temperature_collapse' depends on axioms: [propext, Classical.choice, Quot.sound]
```

## From the lemmas to the bounds

`stiffness_mulVec` computes \((Kx)_i\). The shift and its transpose each select one neighbour, and the equivalence between \(i=j+1\) and \(j=i-1\) identifies the one selected by the transpose.

`action_eq` proves \(A(x)=\tfrac12x^TKx\). The relabelling of beads is `Equiv.sum_comp` applied to the map \(i\mapsto i+1\). Both sides are expanded into the same few sums, and `ring` compares them.

`stiffness_coercive` is the inequality \(x^TKx\ge a\sum_i x_i^2\). It drops the spring term from each summand of the action, with `gcongr` reducing the comparison of sums to one bead, and then passes to \(K\) through `action_eq`.

`stiffness_isUnit_det` supposes that the determinant is zero, obtains a nonzero vector `v` with \(Kv=0\), and uses the previous inequality to force every component of `v` to vanish. This makes `K⁻¹` a genuine inverse in all that follows.

`column_sum` reads \(Kg\) off the identity \(KK^{-1}=I\) and sums over beads. The facts `hp` and `hm` say that shifting the index in either direction leaves \(\sum_i g_i\) unchanged, and `linear_combination` then carries out the cancellation of the spring forces. `centroid_variance` adds up the \(P\) equal column sums.

`bead_variance_bounds` gathers the ingredients under short names: `hq` is \(g^TKg=g_j\), `hco` is the resulting inequality \(a\sum_i g_i^2\le g_j\), `hone` is \(g_j^2\le\sum_i g_i^2\), and `hcs` is Cauchy–Schwarz with the column sum inserted. The two `generalize` steps then replace the diagonal entry by a number `g` and the squared length of the column by `s`. From there on, `g` stands for what the derivation above calls \(g_j\), and only real-number inequalities remain. The `calc` block is the lower bound. The upper bound assumes \(1<ag\), deduces \(g>0\), and contradicts \(ag^2\le g\), which replaces the division by \(g_j\).

`below_zero_point` combines the upper bound with the assumption `hfew`, after clearing denominators. `low_temperature_collapse` uses `squeeze_zero'` with zero below and \(P/(\beta w^2)\) above; both comparisons are needed only for large \(\beta\), so the restriction to \(\beta>0\) does no harm.
